# The squared modulus of a two-orbital Slater determinant without prefactor, written with the orbital sums ρ and γ

The theorem `two_particle_exchange` concerns a 2 × 2 Slater determinant built from two complex orbitals φ₀ and φ₁, and states that |det S|² = ρ(x₀)ρ(x₁) − |γ(x₀, x₁)|². Here S holds the orbital values at the two positions, ρ(y) = Σⱼ |φⱼ(y)|² and γ(y, z) = Σⱼ φⱼ(y)φⱼ(z)*, with the star denoting complex conjugation. The identity holds for arbitrary orbitals. When they are orthonormal, ρ and γ are the density and the one-body density matrix of the two-fermion state, whose normalised wavefunction is det S/√2, so its squared modulus is half of this expression. For orbitals that are not orthonormal, ρ and γ are just these sums, and in general they are not the density and density matrix of the normalised state. The proof writes |det S|² as the determinant of the product of S and its adjoint, and this product is the 2 × 2 matrix of values of γ at the positions. It then expands that determinant, whose diagonal entries are values of ρ and whose off-diagonal entries are complex conjugates of each other.

In Lean, a first try:

```lean
import Mathlib

open Matrix
open scoped ComplexOrder

namespace SlaterHadamard

noncomputable section

variable {X : Type*} {N : ℕ}

/-- The Slater matrix: row `i` lists the values of all orbitals at the position `x i`. -/
def slaterMatrix (φ : Fin N → X → ℂ) (x : Fin N → X) : Matrix (Fin N) (Fin N) ℂ :=
  Matrix.of fun i j => φ j (x i)

/-- The density `ρ(y)`, the sum of the squared moduli of the orbitals at `y`. -/
def density (φ : Fin N → X → ℂ) (y : X) : ℝ := ∑ j, ‖φ j y‖ ^ 2

/-- The one-body density matrix `γ(y, z)` of the orbitals. -/
def densityMatrix (φ : Fin N → X → ℂ) (y z : X) : ℂ := ∑ j, φ j y * star (φ j z)

/-- The diagonal of the one-body density matrix is the density. -/
theorem densityMatrix_self (φ : Fin N → X → ℂ) (y : X) :
    densityMatrix φ y y = (density φ y : ℂ) := by
  simp only [densityMatrix, density, Complex.ofReal_sum]
  refine Finset.sum_congr rfl fun j _ => ?_
  rw [Complex.star_def, Complex.mul_conj, Complex.normSq_eq_norm_sq]

/-- The Slater matrix times its adjoint is the density matrix sampled at the positions. -/
theorem slater_mul_adjoint (φ : Fin N → X → ℂ) (x : Fin N → X) :
    slaterMatrix φ x * (slaterMatrix φ x)ᴴ =
      Matrix.of fun i k => densityMatrix φ (x i) (x k) := by
  ext i k
  simp [slaterMatrix, densityMatrix, Matrix.mul_apply]

/-- The squared modulus of a determinant is the determinant of the matrix times its adjoint. -/
theorem norm_det_sq (A : Matrix (Fin N) (Fin N) ℂ) :
    ((‖A.det‖ ^ 2 : ℝ) : ℂ) = (A * Aᴴ).det := by
  rw [Matrix.det_mul, Matrix.det_conjTranspose, Complex.star_def, Complex.mul_conj,
    Complex.normSq_eq_norm_sq]

/-- For two particles the squared modulus of the Slater determinant is the product of densities
minus the squared modulus of the density matrix between the two positions. -/
theorem two_particle_exchange (φ : Fin 2 → X → ℂ) (x : Fin 2 → X) :
    ‖(slaterMatrix φ x).det‖ ^ 2 =
      density φ (x 0) * density φ (x 1) - ‖densityMatrix φ (x 0) (x 1)‖ ^ 2 := by
  have hs : densityMatrix φ (x 1) (x 0) = star (densityMatrix φ (x 0) (x 1)) := by
    simp [densityMatrix, mul_comm]
  have hd := norm_det_sq (slaterMatrix φ x)
  rw [slater_mul_adjoint, Matrix.det_fin_two] at hd
  simp only [Matrix.of_apply] at hd
  rw [densityMatrix_self, densityMatrix_self, hs, Complex.star_def, Complex.mul_conj,
    Complex.normSq_eq_norm_sq] at hd
  exact_mod_cast hd

end

end SlaterHadamard
```

Compiling this gives:

```
Main.lean:51:2: error: `simp` made no progress
```

Cause. The message says that `simp only [Matrix.of_apply]` found nothing to simplify in `hd`. The reason lies in the rewrite just before it. After `slater_mul_adjoint`, `hd` contains two determinants: that of `slaterMatrix φ x`, inside the norm on the left, and that of the matrix of `densityMatrix` values on the right. Without an argument, `Matrix.det_fin_two` fits both, and `rw` fixed its matrix to the one on the left. So the left determinant was expanded and the right one was not. The new entries, such as `slaterMatrix φ x 0 0`, hide their `Matrix.of` behind a definition that this `simp only` does not unfold, while the `Matrix.of` on the right was not yet applied to any indices, so `Matrix.of_apply` had nothing to act on.

The repair gives `Matrix.det_fin_two` the right-hand matrix explicitly. Now that determinant is expanded, `Matrix.of_apply` can turn its entries into values of `densityMatrix`, and the left determinant stays whole, as the goal has it.

The mended proof, as a diff:

```diff
@@ -48,5 +48,6 @@
     simp [densityMatrix, mul_comm]
   have hd := norm_det_sq (slaterMatrix φ x)
-  rw [slater_mul_adjoint, Matrix.det_fin_two] at hd
+  rw [slater_mul_adjoint,
+    Matrix.det_fin_two (Matrix.of fun i k => densityMatrix φ (x i) (x k))] at hd
   simp only [Matrix.of_apply] at hd
   rw [densityMatrix_self, densityMatrix_self, hs, Complex.star_def, Complex.mul_conj,
```
